# In the repulsive Hubbard atom with opposite-spin filling 0 < n < 1, second order on the Hartree level puts the peaks too close together unless n = 1/2

## One orbital at filling 1/10

Take one orbital with level $e$ and repulsion $U>0$ between its two spins. Follow the electrons of one spin, and let an electron of the opposite spin be present with probability $n=1/10$. In the spectrum for adding and removing an electron of the followed spin, taken together, the level $e$ has weight $9/10$ and $e+U$ has weight $1/10$, so the peaks are $U$ apart.

The exact self-energy has its pole at $e+0.9U$. Second-order perturbation theory on the Hartree level, with the opposite-spin level given the same filling $1/10$, has a pole of the same strength at $e+0.1U$. This shift moves the peaks of the propagator to $e-0.2U$ and $e+0.4U$, only $0.6U$ apart.

## The two propagators

For complex frequency $w$ and filling $0<n<1$, write $x=w-e$. The exact propagator and the self-energy defined by the Dyson equation are

$$G=\frac{1-n}{x}+\frac{n}{x-U},\qquad \Sigma=x-\frac1G .$$

The second-order approximation, with the same $n$ as the opposite-spin filling of the Hartree level, is

$$\Sigma_2=Un+\frac{n(1-n)U^2}{x-Un},\qquad G_2=\frac{1}{x-\Sigma_2}.$$

In this isolated one-orbital model with prescribed filling, the misplaced self-energy pole alone produces the error in the distance between the peaks.

## Self-energy and peaks by algebra

Over a common denominator,

$$G=\frac{x-U(1-n)}{x(x-U)},$$

and therefore

$$\Sigma=x-\frac{x(x-U)}{x-U(1-n)}=\frac{Un\,x}{x-U(1-n)}=Un+\frac{n(1-n)U^2}{x-U(1-n)} .$$

The numerators of the pole terms in $\Sigma$ and $\Sigma_2$ are equal and nonzero. At a regular frequency the two self-energies thus agree exactly when $U(1-n)=Un$, that is, when $n=1/2$.

For $G_2$, set $y=x-Un$ and $s=U\sqrt{n(1-n)}$. Then

$$G_2=\frac{1}{y-s^2/y}=\frac{y}{y^2-s^2}=\frac{1/2}{y-s}+\frac{1/2}{y+s}.$$

The peaks lie at $e+Un\pm s$, a distance $2s$ apart. Since $n(1-n)=\tfrac14-(n-\tfrac12)^2$, we have $2s\le U$, with equality only at $n=1/2$.

As $n\to0$, the second-order separation closes like $2U\sqrt n$. The exact separation stays $U$, while the weight of the upper peak vanishes.

## What the formal statement says

The parameters `e`, `U`, `n` are real and the frequency is complex. `exactG` and `secondOrderSigma` are definitions: they are not derived from the Hamiltonian or from diagrams, and `n` is an input, not determined self-consistently. `selfEnergy` applies the Dyson equation to any propagator. `halfGap` is the $s$ above, half the distance between the second-order peaks.

`IsPeak G w` says that $|G(z)|\to\infty$ as $z\to w$ with $z\ne w$. A peak is thus an unbroadened pole, and the value assigned to the formula at the point itself is irrelevant.

`peak_separation` takes two distinct second-order peaks `a`, `b` and two distinct exact peaks `c`, `d`. It gives both distances, their inequality, and equality iff $n=1/2$. That such peaks exist, and where, is given by `exactG_isPeak_iff` and `secondOrderG_isPeak_iff`.

In Lean 4 with Mathlib:

```lean
import Mathlib

open Filter Topology

namespace HubbardAtomSecondOrder

noncomputable section

/-- Exact propagator of the Hubbard atom with level `e`, repulsion `U` and opposite-spin
filling `n`, for frequencies `w` other than `e` and `e + U`. -/
def exactG (e U n : ℝ) (w : ℂ) : ℂ := (1 - n) / (w - e) + n / (w - e - U)

/-- Self-energy of a propagator `G` over the bare level `e`, from the Dyson equation,
at frequencies where `G` is regular and nonzero. -/
def selfEnergy (e : ℝ) (G : ℂ → ℂ) (w : ℂ) : ℂ := w - e - (G w)⁻¹

/-- Hartree term plus the second-order term built on the Hartree level `e + U n`,
for frequencies other than `e + U n`. -/
def secondOrderSigma (e U n : ℝ) (w : ℂ) : ℂ :=
  U * n + n * (1 - n) * U ^ 2 / (w - e - U * n)

/-- Propagator that the Dyson equation gives for the second-order self-energy, at frequencies
other than `e + U n` where the inverse propagator does not vanish. -/
def secondOrderG (e U n : ℝ) (w : ℂ) : ℂ := (w - e - secondOrderSigma e U n w)⁻¹

/-- A propagator has a peak at `w` if its modulus grows without bound as `w` is approached. -/
def IsPeak (G : ℂ → ℂ) (w : ℂ) : Prop := Tendsto (fun z => ‖G z‖) (𝓝[≠] w) atTop

/-- Half the distance between the second-order peaks, `U √(n (1 - n))`, for `U > 0` and `0 < n < 1`.
-/
def halfGap (U n : ℝ) : ℝ := U * √(n * (1 - n))

/-- Away from the poles and the zero of the exact propagator, the self-energy of the Hubbard atom is
the Hartree term `U n` plus `n (1 - n) U ^ 2 / (w - e - U (1 - n))`. -/
theorem selfEnergy_exactG {e U n : ℝ} {w : ℂ} (hw : w ≠ e) (hwU : w ≠ e + U)
    (hz : w ≠ e + U * (1 - n)) :
    selfEnergy e (exactG e U n) w
      = U * n + n * (1 - n) * U ^ 2 / (w - e - U * (1 - n)) := by
  have h1 : w - e ≠ 0 := sub_ne_zero.2 hw
  have h2 : w - e - U ≠ 0 := fun h => hwU (by linear_combination h)
  have h3 : w - e - U * (1 - n) ≠ 0 := fun h => hz (by linear_combination h)
  unfold selfEnergy exactG
  generalize w - (e : ℂ) = x at h1 h2 h3 ⊢
  -- bring the two poles over a common denominator
  have hG : (1 - (n : ℂ)) / x + n / (x - U) = (x - U * (1 - n)) / (x * (x - U)) := by
    field_simp
    ring
  rw [hG, inv_div]
  field_simp
  ring

/-- For `U > 0` and `0 < n < 1`, at any frequency where both are regular and the exact
propagator has no pole, the exact and second-order self-energies agree iff `n = 1/2`. -/
theorem selfEnergy_eq_secondOrder_iff {e U n : ℝ} {w : ℂ} (hU : 0 < U) (h0 : 0 < n)
    (h1 : n < 1) (hw : w ≠ e) (hwU : w ≠ e + U) (hz : w ≠ e + U * (1 - n))
    (hH : w ≠ e + U * n) :
    selfEnergy e (exactG e U n) w = secondOrderSigma e U n w ↔ n = 1 / 2 := by
  have d1 : w - e - U * (1 - n) ≠ 0 := fun h => hz (by linear_combination h)
  have d2 : w - e - U * n ≠ 0 := fun h => hH (by linear_combination h)
  have hK : (n : ℂ) * (1 - n) * U ^ 2 ≠ 0 := by
    have : n * (1 - n) * U ^ 2 ≠ 0 :=
      (mul_pos (mul_pos h0 (sub_pos.2 h1)) (pow_pos hU 2)).ne'
    exact_mod_cast this
  rw [selfEnergy_exactG hw hwU hz, secondOrderSigma]
  constructor
  · intro h
    have h' := add_left_cancel h
    rw [div_eq_div_iff d1 d2] at h'
    have h2 := mul_left_cancel₀ hK h'
    have h3 : (U : ℂ) * (2 * n - 1) = 0 := by linear_combination -h2
    have h4 : U * (2 * n - 1) = 0 := by exact_mod_cast h3
    rcases mul_eq_zero.1 h4 with h5 | h5 <;> linarith
  · intro h
    have hn : 1 - (n : ℂ) = n := by
      rw [h]
      push_cast
      norm_num
    rw [hn]

/-- A simple pole of nonzero weight stays a peak when a pole at another point is added. -/
theorem isPeak_left {A a b : ℂ} (B : ℂ) (hA : A ≠ 0) (hab : a ≠ b) :
    IsPeak (fun z => A / (z - a) + B / (z - b)) a := by
  unfold IsPeak
  have h0 : Tendsto (fun z : ℂ => ‖z - a‖) (𝓝[≠] a) (𝓝[>] 0) := by
    refine tendsto_nhdsWithin_iff.2 ⟨?_, ?_⟩
    · have h : ContinuousAt (fun z : ℂ => ‖z - a‖) a := by fun_prop
      have h' := h.tendsto.mono_left (nhdsWithin_le_nhds (s := {a}ᶜ))
      simp only [sub_self, norm_zero] at h'
      exact h'
    · filter_upwards [self_mem_nhdsWithin] with z hz
      exact norm_pos_iff.2 (sub_ne_zero.2 hz)
  have h1 : Tendsto (fun z : ℂ => ‖A‖ * ‖z - a‖⁻¹) (𝓝[≠] a) atTop :=
    (tendsto_inv_nhdsGT_zero.comp h0).const_mul_atTop (norm_pos_iff.2 hA)
  -- the other pole only contributes a bounded background
  have h2 : Tendsto (fun z : ℂ => -‖B / (z - b)‖) (𝓝[≠] a) (𝓝 (-‖B / (a - b)‖)) := by
    have hb : a - b ≠ 0 := sub_ne_zero.2 hab
    have h : ContinuousAt (fun z : ℂ => -‖B / (z - b)‖) a := by
      fun_prop (disch := assumption)
    exact h.tendsto.mono_left nhdsWithin_le_nhds
  refine tendsto_atTop_mono (fun z => ?_) (h1.atTop_add h2)
  change ‖A‖ * ‖z - a‖⁻¹ + -‖B / (z - b)‖ ≤ ‖A / (z - a) + B / (z - b)‖
  have h3 := norm_sub_le (A / (z - a) + B / (z - b)) (B / (z - b))
  rw [add_sub_cancel_right, norm_div A (z - a), div_eq_mul_inv ‖A‖] at h3
  linarith

/-- A sum of two simple poles at distinct points with nonzero weights has its peaks exactly
at these two points. -/
theorem isPeak_twoPole_iff {A B a b : ℂ} (hA : A ≠ 0) (hB : B ≠ 0) (hab : a ≠ b) (w : ℂ) :
    IsPeak (fun z => A / (z - a) + B / (z - b)) w ↔ w = a ∨ w = b := by
  constructor
  · intro h
    by_contra hw
    have ha : w - a ≠ 0 := sub_ne_zero.2 fun h => hw (Or.inl h)
    have hb : w - b ≠ 0 := sub_ne_zero.2 fun h => hw (Or.inr h)
    have hc : ContinuousAt (fun z : ℂ => ‖A / (z - a) + B / (z - b)‖) w := by
      fun_prop (disch := assumption)
    unfold IsPeak at h
    exact not_tendsto_nhds_of_tendsto_atTop h _ (hc.tendsto.mono_left nhdsWithin_le_nhds)
  · rintro (h | h)
    · rw [h]
      exact isPeak_left B hA hab
    · have hs : (fun z : ℂ => A / (z - a) + B / (z - b))
          = fun z => B / (z - b) + A / (z - a) := funext fun z => add_comm _ _
      rw [h, hs]
      exact isPeak_left A hB hab.symm

/-- For `U > 0` and `0 < n < 1` the exact propagator has its peaks exactly at `e` and `e + U`. -/
theorem exactG_isPeak_iff {e U n : ℝ} (hU : 0 < U) (h0 : 0 < n) (h1 : n < 1) (w : ℂ) :
    IsPeak (exactG e U n) w ↔ w = e ∨ w = e + U := by
  have hG : exactG e U n = fun z : ℂ => (1 - (n : ℂ)) / (z - e) + n / (z - (e + U)) := by
    funext z
    simp only [exactG, sub_sub]
  have hA : 1 - (n : ℂ) ≠ 0 := by exact_mod_cast (sub_pos.2 h1).ne'
  have hB : (n : ℂ) ≠ 0 := by exact_mod_cast h0.ne'
  have hab : (e : ℂ) ≠ e + U := by
    intro h
    have h2 : (U : ℂ) = 0 := by linear_combination -h
    exact hU.ne' (by exact_mod_cast h2)
  rw [hG]
  exact isPeak_twoPole_iff hA hB hab w

/-- For `0 ≤ n ≤ 1`, two poles of weight 1/2 at `e + U n ± U √(n (1 - n))` solve the Dyson
equation with the second-order self-energy, at every frequency other than these poles and
`e + U n`. -/
theorem secondOrder_dyson {e U n : ℝ} {w : ℂ} (h0 : 0 ≤ n) (h1 : n ≤ 1)
    (hw : w ≠ e + U * n) (hp : w ≠ e + U * n + halfGap U n)
    (hm : w ≠ e + U * n - halfGap U n) :
    (w - e - secondOrderSigma e U n w) * ((1 / 2) / (w - (e + U * n + halfGap U n))
      + (1 / 2) / (w - (e + U * n - halfGap U n))) = 1 := by
  have key : ∀ y s : ℂ, y ≠ 0 → y - s ≠ 0 → y + s ≠ 0 →
      (y - s ^ 2 / y) * ((1 / 2) / (y - s) + (1 / 2) / (y + s)) = 1 := by
    intro y s hy hs hs'
    field_simp
    ring
  have hr : halfGap U n ^ 2 = n * (1 - n) * U ^ 2 := by
    rw [halfGap, mul_pow, Real.sq_sqrt (mul_nonneg h0 (sub_nonneg.2 h1))]
    ring
  have hs : (halfGap U n : ℂ) ^ 2 = n * (1 - n) * U ^ 2 := by exact_mod_cast hr
  -- measure the frequency from the Hartree level
  have e1 : w - e - secondOrderSigma e U n w
      = (w - e - U * n) - (halfGap U n : ℂ) ^ 2 / (w - e - U * n) := by
    rw [secondOrderSigma, hs]
    ring
  have e2 : w - (e + U * n + halfGap U n) = (w - e - U * n) - halfGap U n := by ring
  have e3 : w - (e + U * n - halfGap U n) = (w - e - U * n) + halfGap U n := by ring
  rw [e1, e2, e3]
  exact key _ _ (fun h => hw (by linear_combination h))
    (fun h => hp (by linear_combination h)) (fun h => hm (by linear_combination h))

/-- For `U > 0` and `0 < n < 1` the second-order propagator has its peaks exactly at
`e + U n ± U √(n (1 - n))`. -/
theorem secondOrderG_isPeak_iff {e U n : ℝ} (hU : 0 < U) (h0 : 0 < n) (h1 : n < 1) (w : ℂ) :
    IsPeak (secondOrderG e U n) w ↔
      w = e + U * n + halfGap U n ∨ w = e + U * n - halfGap U n := by
  have hg : 0 < halfGap U n := mul_pos hU (Real.sqrt_pos.2 (mul_pos h0 (sub_pos.2 h1)))
  have hh : (1 / 2 : ℂ) ≠ 0 := by norm_num
  have hab : (e + U * n + halfGap U n : ℂ) ≠ e + U * n - halfGap U n := by
    intro h
    have h2 : (halfGap U n : ℂ) = 0 := by linear_combination h / 2
    exact hg.ne' (by exact_mod_cast h2)
  have ev : ∀ c : ℂ, ∀ᶠ z in 𝓝[≠] w, z ≠ c := by
    intro c
    by_cases h : w = c
    · rw [← h]
      filter_upwards [self_mem_nhdsWithin] with z hz using hz
    · exact eventually_ne_nhdsWithin h
  rw [← isPeak_twoPole_iff hh hh hab w]
  unfold IsPeak
  refine tendsto_congr' ?_
  filter_upwards [ev (e + U * n), ev (e + U * n + halfGap U n),
    ev (e + U * n - halfGap U n)] with z hz hp hm
  rw [secondOrderG, ← eq_inv_of_mul_eq_one_right (secondOrder_dyson h0.le h1.le hz hp hm)]

/-- For `U > 0` and `0 < n < 1`, the two second-order peaks `a`, `b` lie `2 U √(n (1 - n))`
apart and the two exact peaks `c`, `d` lie `U` apart. The first distance never exceeds the
second, and they are equal iff `n = 1/2`. -/
theorem peak_separation {e U n : ℝ} (hU : 0 < U) (h0 : 0 < n) (h1 : n < 1) {a b c d : ℂ}
    (ha : IsPeak (secondOrderG e U n) a) (hb : IsPeak (secondOrderG e U n) b) (hab : a ≠ b)
    (hc : IsPeak (exactG e U n) c) (hd : IsPeak (exactG e U n) d) (hcd : c ≠ d) :
    ‖a - b‖ = 2 * U * √(n * (1 - n)) ∧ ‖c - d‖ = U ∧ ‖a - b‖ ≤ ‖c - d‖ ∧
      (‖a - b‖ = ‖c - d‖ ↔ n = 1 / 2) := by
  have pair : ∀ p q x y : ℂ, (x = p ∨ x = q) → (y = p ∨ y = q) → x ≠ y →
      ‖x - y‖ = ‖p - q‖ := by
    intro p q x y hx hy hxy
    rcases hx with hx | hx <;> rcases hy with hy | hy
    · exact absurd (hx.trans hy.symm) hxy
    · rw [hx, hy]
    · rw [hx, hy, norm_sub_rev]
    · exact absurd (hx.trans hy.symm) hxy
  have hr0 : 0 ≤ √(n * (1 - n)) := Real.sqrt_nonneg _
  have hr2 : √(n * (1 - n)) ^ 2 = n * (1 - n) :=
    Real.sq_sqrt (mul_nonneg h0.le (sub_nonneg.2 h1.le))
  have hA : ‖a - b‖ = 2 * U * √(n * (1 - n)) := by
    rw [pair _ _ a b ((secondOrderG_isPeak_iff hU h0 h1 a).1 ha)
      ((secondOrderG_isPeak_iff hU h0 h1 b).1 hb) hab]
    have h : (e + U * n + halfGap U n : ℂ) - (e + U * n - halfGap U n)
        = ((2 * U * √(n * (1 - n)) : ℝ) : ℂ) := by
      unfold halfGap
      push_cast
      ring
    rw [h, Complex.norm_real, Real.norm_of_nonneg (by positivity)]
  have hC : ‖c - d‖ = U := by
    rw [pair _ _ c d ((exactG_isPeak_iff hU h0 h1 c).1 hc)
      ((exactG_isPeak_iff hU h0 h1 d).1 hd) hcd, norm_sub_rev, add_sub_cancel_left,
      Complex.norm_real, Real.norm_of_nonneg hU.le]
  rw [hA, hC]
  generalize √(n * (1 - n)) = r at hr0 hr2 ⊢
  -- the root of n (1 - n) is at most 1/2
  have hr : r ≤ 1 / 2 := by nlinarith [sq_nonneg (n - 1 / 2)]
  refine ⟨rfl, rfl, by nlinarith, ?_, ?_⟩
  · intro h
    have h2 : r = 1 / 2 := mul_left_cancel₀ hU.ne' (by linarith)
    rw [h2] at hr2
    have h3 : (n - 1 / 2) ^ 2 = 0 := by linarith [hr2, sq (n - 1 / 2),
      (by ring : (n - 1 / 2) ^ 2 = 1 / 4 - n * (1 - n))]
    linarith [pow_eq_zero_iff (two_ne_zero) |>.1 h3]
  · intro h
    rw [h] at hr2
    have h2 : r = 1 / 2 := le_antisymm hr (by nlinarith)
    rw [h2]
    ring

end

end HubbardAtomSecondOrder
```

```lean
#print axioms HubbardAtomSecondOrder.selfEnergy_eq_secondOrder_iff
#print axioms HubbardAtomSecondOrder.secondOrderG_isPeak_iff
#print axioms HubbardAtomSecondOrder.peak_separation
```

```
'HubbardAtomSecondOrder.selfEnergy_eq_secondOrder_iff' depends on axioms: [propext, Classical.choice, Quot.sound]
'HubbardAtomSecondOrder.secondOrderG_isPeak_iff' depends on axioms: [propext, Classical.choice, Quot.sound]
'HubbardAtomSecondOrder.peak_separation' depends on axioms: [propext, Classical.choice, Quot.sound]
```

## From the algebra to the peak distances

`selfEnergy_exactG` puts the two poles over a common denominator in `hG`, inverts, and finishes with `field_simp` and `ring`. `selfEnergy_eq_secondOrder_iff` cross-multiplies and cancels the common numerator, which `hK` shows to be nonzero.

`isPeak_left` uses the estimate

$$\left|\frac{A}{z-a}+\frac{B}{z-b}\right|\ge\frac{|A|}{|z-a|}-\left|\frac{B}{z-b}\right| .$$

Near $a$ the first term diverges (`h1`) and the second has a finite limit (`h2`). `isPeak_twoPole_iff` exchanges the poles to treat $b$, and excludes every other point by continuity. `exactG_isPeak_iff` applies this to the exact propagator.

`secondOrder_dyson` verifies the partial fractions as a product equal to 1; its `key` is the identity in $y$ and $s$. The identity excludes the Hartree level and the two poles. In `secondOrderG_isPeak_iff`, `ev` shows that a small enough punctured neighbourhood avoids all three, so `tendsto_congr'` can replace $G_2$ by its two-pole form.

In `peak_separation`, `pair` shows that two distinct peaks must be the two known positions, in either order. With $r=\sqrt{n(1-n)}$, `nlinarith` obtains $r\le1/2$ from the square $(n-\tfrac12)^2\ge0$. Equal distances force $r=1/2$, so this square vanishes and $n=1/2$; the converse is substitution.
